# With positive weights, the least misfit of two finite structures under rigid motions is attained, and it is zero exactly when they superpose

One test of whether two optimised geometries from a conformer search are duplicates is to superpose them and look at the minimal root-mean-square deviation (RMSD) that remains. If it is zero, and paired atoms are of the same element, the two geometries of an isolated molecule differ only by a rigid motion and, for the same charge and electronic state, have the same electronic energy. Two facts justify this reading: some rotation and translation reach the minimum, and a zero minimum means that every atom then coincides with its partner. Both hold for positive weights and a fixed pairing of atoms. A numerical test accepts an RMSD below a small threshold, whereas the theorems speak of a value that is exactly zero.

## Structures, rotations and the misfit

The atoms carry labels i from a finite type `ι`, and space has dimension d, with d = 3 for molecules. A structure x assigns to each label a coordinate vector x_i, of type `Fin d → ℝ`. The same label in x and y means the same atom, so no relabelling of equivalent atoms is considered.

```lean
import Mathlib

open Matrix

namespace ZeroMinimalRMSD

noncomputable section

variable {ι : Type*} [Fintype ι] {d : ℕ}
```

The squared length of a vector v is |v|² = ∑_k v_k². It is defined explicitly because Mathlib's built-in norm on `Fin d → ℝ` is the largest absolute component.

```lean
/-- The squared Euclidean length of a vector in `d`-dimensional space. -/
def sqLength (v : Fin d → ℝ) : ℝ := ∑ k, v k ^ 2
```

A proper rotation is a real matrix R with RᵀR = 1 and det R = 1. Reflections are thereby excluded.

```lean
/-- The proper rotations of `d`-dimensional space: orthogonal matrices of determinant one. -/
def rotations (d : ℕ) : Set (Matrix (Fin d) (Fin d) ℝ) :=
  {R | Rᵀ * R = 1 ∧ R.det = 1}
```

With weights m_i, which may be atomic masses or all equal to one, the misfit is

S(R, t) = ∑_i m_i |R x_i + t − y_i|².

```lean
/-- The weighted sum of squared deviations between the structure `x`, transformed by `R` and shifted
by `t`, and the structure `y`. -/
def misfit (m : ι → ℝ) (x y : ι → Fin d → ℝ) (R : Matrix (Fin d) (Fin d) ℝ)
    (t : Fin d → ℝ) : ℝ :=
  ∑ i, m i * sqLength (R *ᵥ x i + t - y i)
```

Its infimum over all proper rotations R and all translations t is S_min, written `minMisfit`. It is not normalised: with total weight M = ∑_i m_i, the minimal RMSD is √(S_min / M). For M > 0 the two vanish together.

```lean
/-- The infimum of the misfit over all proper rotations and all translations. -/
def minMisfit (m : ι → ℝ) (x y : ι → Fin d → ℝ) : ℝ :=
  sInf {e | ∃ R ∈ rotations d, ∃ t, misfit m x y R t = e}
```

## Removing the translation

For a fixed R, put u_i = y_i − R x_i. The natural shift is the weighted mean of these vectors, which brings the centroid of the rotated x onto that of y:

c = M⁻¹ ∑_i m_i u_i.

```lean
/-- The shift that brings the weighted centroid of `x`, transformed by `R`, onto that of `y`, for
weights whose total is not zero. -/
def bestShift (m : ι → ℝ) (x y : ι → Fin d → ℝ) (R : Matrix (Fin d) (Fin d) ℝ) :
    Fin d → ℝ :=
  (∑ i, m i)⁻¹ • ∑ i, m i • (y i - R *ᵥ x i)
```

One more definition is used only for mirror images. Choose an atom o and d further atoms a(1), …, a(d). The edge matrix E has the vectors from o to these atoms as its columns:

E_kj = (x_a(j))_k − (x_o)_k.

```lean
/-- The matrix whose columns are the vectors from atom `o` to the atoms `a j`. -/
def edgeMatrix (x : ι → Fin d → ℝ) (o : ι) (a : Fin d → ι) : Matrix (Fin d) (Fin d) ℝ :=
  Matrix.of fun k j => x (a j) k - x o k
```

Orthogonal matrices preserve length, since

|Qv|² = vᵀQᵀQv = vᵀv = |v|².

Only QᵀQ = 1 is used, so this holds for reflections too.

```lean
/-- An orthogonal matrix preserves squared lengths. -/
theorem sqLength_mulVec {Q : Matrix (Fin d) (Fin d) ℝ} (hQ : Qᵀ * Q = 1) (v : Fin d → ℝ) :
    sqLength (Q *ᵥ v) = sqLength v := by
  have h : (Q *ᵥ v) ⬝ᵥ (Q *ᵥ v) = v ⬝ᵥ v := by
    rw [Matrix.dotProduct_mulVec, ← Matrix.mulVec_transpose, Matrix.mulVec_mulVec, hQ,
      Matrix.one_mulVec]
  simpa only [sqLength, dotProduct, ← sq] using h
```

Now compare an arbitrary shift t with c, one Cartesian component k at a time. Factoring the difference of squares and using ∑_i m_i u_ik = M c_k gives

∑_i m_i (t_k − u_ik)² − ∑_i m_i (c_k − u_ik)²
= (t_k − c_k) [(t_k + c_k) M − 2 ∑_i m_i u_ik]
= M (t_k − c_k)².

Summing over k yields

S(R, t) = S(R, c) + M |t − c|².

In the proof, `hmis` exchanges the sums over atoms and components, `hc` is the relation for M c_k, and `e` is the factored difference. The closing `linear_combination` puts them together.

```lean
/-- If the total weight is not zero, the misfit at any translation is the misfit at the
centroid-matching shift plus the total weight times the squared distance from that shift. -/
theorem misfit_eq_add_shift (m : ι → ℝ) (hM : ∑ i, m i ≠ 0) (x y : ι → Fin d → ℝ)
    (R : Matrix (Fin d) (Fin d) ℝ) (t : Fin d → ℝ) :
    misfit m x y R t = misfit m x y R (bestShift m x y R)
      + (∑ i, m i) * sqLength (t - bestShift m x y R) := by
  have hmis : ∀ s, misfit m x y R s
      = ∑ k, ∑ i, m i * ((R *ᵥ x i) k + s k - y i k) ^ 2 := by
    intro s
    simp only [misfit, sqLength, Finset.mul_sum, Pi.add_apply, Pi.sub_apply]
    exact Finset.sum_comm
  have hc : ∀ k, (∑ i, m i) * bestShift m x y R k
      = ∑ i, m i * (y i k - (R *ᵥ x i) k) := by
    intro k
    simp only [bestShift, Pi.smul_apply, Finset.sum_apply, Pi.sub_apply, smul_eq_mul]
    rw [mul_inv_cancel_left₀ hM]
  rw [hmis t, hmis (bestShift m x y R), sqLength, Finset.mul_sum, ← Finset.sum_add_distrib]
  refine Finset.sum_congr rfl fun k _ => ?_
  rw [Pi.sub_apply]
  generalize bestShift m x y R = c at hc ⊢
  -- complete the square in each Cartesian component
  have e : ∑ i, m i * ((R *ᵥ x i) k + t k - y i k) ^ 2
      - ∑ i, m i * ((R *ᵥ x i) k + c k - y i k) ^ 2
      = (t k - c k) * ((t k + c k) * ∑ i, m i
        - 2 * ∑ i, m i * (y i k - (R *ᵥ x i) k)) := by
    rw [← Finset.sum_sub_distrib, Finset.mul_sum, Finset.mul_sum, ← Finset.sum_sub_distrib,
      Finset.mul_sum]
    exact Finset.sum_congr rfl fun i _ => by ring
  linear_combination e + 2 * (t k - c k) * hc k
```

## A best rotation exists

Translations range over an unbounded space, but they have now been eliminated. The rotations are bounded: the j-th diagonal entry of RᵀR = 1 reads

∑_k R_kj² = 1,

so every entry lies in [−1, 1]. They also form a closed set, because RᵀR and det R depend continuously on R. The proof builds the compact box of matrices with such entries, `hbox`, and shows that the rotations are a closed subset of it.

```lean
/-- The proper rotations form a compact set. -/
theorem isCompact_rotations : IsCompact (rotations d) := by
  have hbox : IsCompact ((fun f : Fin d → Fin d → ℝ => Matrix.of f) ''
      Set.pi Set.univ fun _ => Set.pi Set.univ fun _ => Set.Icc (-1 : ℝ) 1) := by
    refine (isCompact_univ_pi fun _ => isCompact_univ_pi fun _ => isCompact_Icc).image ?_
    refine continuous_matrix fun i j => ?_
    simp only [Matrix.of_apply]
    fun_prop
  refine hbox.of_isClosed_subset ?_ ?_
  · exact (isClosed_eq (continuous_id.matrix_transpose.matrix_mul continuous_id)
      continuous_const).inter (isClosed_eq continuous_id.matrix_det continuous_const)
  · -- columns have unit length, so every entry lies between -1 and 1
    intro R hR
    refine ⟨fun i j => R i j, fun i _ j _ => ?_, rfl⟩
    have h := congrFun (congrFun hR.1 j) j
    rw [Matrix.mul_apply, Matrix.one_apply_eq] at h
    simp only [Matrix.transpose_apply] at h
    have h1 : R i j * R i j ≤ ∑ k, R k j * R k j :=
      Finset.single_le_sum (f := fun k => R k j * R k j)
        (fun k _ => mul_self_nonneg (R k j)) (Finset.mem_univ i)
    constructor <;> nlinarith
```

The shift c(R) is continuous in R, and so is S(R, c(R)). The set of rotations contains the identity, so this function has a minimiser R₀ on it. For any other rotation R′ and translation t′,

S(R₀, c(R₀)) ≤ S(R′, c(R′)) ≤ S(R′, t′).

The second inequality is the completed square with M > 0, which follows from positive weights and at least one atom. In Lean, `hF` gives continuity of the shift in the rotated positions, and `hG` gives continuity of the misfit in the positions and the shift together. Composition with `hV`, and for the misfit also with `hb`, turns this into continuity in R.

```lean
/-- For positive weights and at least one atom, some proper rotation and translation give a
misfit no larger than that of any other such pair. -/
theorem exists_optimal [Nonempty ι] (m : ι → ℝ) (hm : ∀ i, 0 < m i) (x y : ι → Fin d → ℝ) :
    ∃ R ∈ rotations d, ∃ t, ∀ R' ∈ rotations d, ∀ t',
      misfit m x y R t ≤ misfit m x y R' t' := by
  have hM : 0 < ∑ i, m i := Finset.sum_pos (fun i _ => hm i) Finset.univ_nonempty
  have hv : ∀ i, Continuous fun R : Matrix (Fin d) (Fin d) ℝ => R *ᵥ x i :=
    fun i => continuous_id.matrix_mulVec continuous_const
  have hV : Continuous fun (R : Matrix (Fin d) (Fin d) ℝ) (i : ι) => R *ᵥ x i :=
    continuous_pi hv
  -- the shift is continuous in the rotated positions, the misfit in positions and shift
  have hF : Continuous fun v : ι → Fin d → ℝ =>
      (∑ i, m i)⁻¹ • ∑ i, m i • (y i - v i) := by fun_prop
  have hG : Continuous fun p : (ι → Fin d → ℝ) × (Fin d → ℝ) =>
      ∑ i, m i * ∑ k, (p.1 i k + p.2 k - y i k) ^ 2 := by fun_prop
  have hb : Continuous fun R => bestShift m x y R := by
    have h := hF.comp hV
    exact h
  have hf : Continuous fun R => misfit m x y R (bestShift m x y R) := by
    have h := hG.comp (hV.prodMk hb)
    exact h
  obtain ⟨R, hR, hmin⟩ := isCompact_rotations.exists_isMinOn
    ⟨1, by simp [rotations]⟩ hf.continuousOn
  refine ⟨R, hR, bestShift m x y R, fun R' hR' t' => ?_⟩
  have h1 := isMinOn_iff.mp hmin R' hR'
  have h2 : 0 ≤ sqLength (t' - bestShift m x y R') :=
    Finset.sum_nonneg fun k _ => sq_nonneg _
  rw [misfit_eq_add_shift m hM.ne' x y R' t']
  exact h1.trans (le_add_of_nonneg_right (mul_nonneg hM.le h2))
```

## What a zero misfit means

Every term m_i |R x_i + t − y_i|² is non-negative. If the sum is zero, each term is zero. Since m_i > 0, each squared length vanishes, and then each of its components, so R x_i + t = y_i for all i. The converse is substitution. If a weight were allowed to be zero, that atom could be displaced at no cost and the equivalence would fail.

```lean
/-- For positive weights, the misfit is never negative, and it is zero exactly when the map
`v ↦ R v + t` carries every atom of `x` onto its partner in `y`. -/
theorem misfit_nonneg_and_eq_zero_iff (m : ι → ℝ) (hm : ∀ i, 0 < m i) (x y : ι → Fin d → ℝ)
    (R : Matrix (Fin d) (Fin d) ℝ) (t : Fin d → ℝ) :
    0 ≤ misfit m x y R t ∧ (misfit m x y R t = 0 ↔ ∀ i, R *ᵥ x i + t = y i) := by
  have hs : ∀ v : Fin d → ℝ, 0 ≤ sqLength v := fun v => Finset.sum_nonneg fun k _ => sq_nonneg _
  have hn : ∀ i ∈ Finset.univ, 0 ≤ m i * sqLength (R *ᵥ x i + t - y i) :=
    fun i _ => mul_nonneg (hm i).le (hs _)
  refine ⟨Finset.sum_nonneg hn, fun h i => ?_, fun h => ?_⟩
  · have h1 := (Finset.sum_eq_zero_iff_of_nonneg hn).mp h i (Finset.mem_univ i)
    have h2 := (mul_eq_zero.mp h1).resolve_left (hm i).ne'
    unfold sqLength at h2
    funext k
    have h3 := (Finset.sum_eq_zero_iff_of_nonneg (fun k _ => sq_nonneg _)).mp h2 k
      (Finset.mem_univ k)
    exact sub_eq_zero.mp (pow_eq_zero_iff two_ne_zero |>.mp h3)
  · simp [misfit, sqLength, h]
```

The optimal pair makes its misfit the least element of the set of misfit values, hence equal to the infimum. This is `hleast` followed by `hmin`. If S_min = 0, the optimal pair itself has zero misfit and superposes the structures. Conversely, if some pair superposes them, its misfit is zero, so S_min ≤ 0, and non-negativity gives S_min = 0.

```lean
/-- For positive weights and at least one atom, the minimal misfit is attained by a proper
rotation and a translation, and it is zero exactly when some such pair superposes the two
structures atom by atom. -/
theorem minMisfit_attained_and_eq_zero_iff [Nonempty ι] (m : ι → ℝ) (hm : ∀ i, 0 < m i)
    (x y : ι → Fin d → ℝ) :
    (∃ R ∈ rotations d, ∃ t, misfit m x y R t = minMisfit m x y) ∧
    (minMisfit m x y = 0 ↔ ∃ R ∈ rotations d, ∃ t, ∀ i, R *ᵥ x i + t = y i) := by
  obtain ⟨R, hR, t, hopt⟩ := exists_optimal m hm x y
  have hleast : IsLeast {e | ∃ R ∈ rotations d, ∃ t, misfit m x y R t = e}
      (misfit m x y R t) := by
    refine ⟨⟨R, hR, t, rfl⟩, ?_⟩
    rintro e ⟨R', hR', t', rfl⟩
    exact hopt R' hR' t'
  have hmin : minMisfit m x y = misfit m x y R t := hleast.csInf_eq
  refine ⟨⟨R, hR, t, hmin.symm⟩, fun h => ?_, ?_⟩
  · exact ⟨R, hR, t, (misfit_nonneg_and_eq_zero_iff m hm x y R t).2.mp (hmin ▸ h)⟩
  · rintro ⟨R', hR', t', h⟩
    have h0 := (misfit_nonneg_and_eq_zero_iff m hm x y R' t').2.mpr h
    rw [hmin]
    exact le_antisymm (h0 ▸ hopt R' hR' t') (misfit_nonneg_and_eq_zero_iff m hm x y R t).1
```

## Distances agree, but they do not detect a reflection

If S_min = 0, subtracting the superposition equations for atoms i and j removes t:

y_i − y_j = R (x_i − x_j).

Lengths are preserved, so all interatomic distances agree.

```lean
/-- For positive weights, if the minimal misfit is zero, then all interatomic distances of the
two structures agree. -/
theorem distances_eq_of_minMisfit_eq_zero (m : ι → ℝ) (hm : ∀ i, 0 < m i)
    (x y : ι → Fin d → ℝ) (h : minMisfit m x y = 0) (i j : ι) :
    sqLength (y i - y j) = sqLength (x i - x j) := by
  have : Nonempty ι := ⟨i⟩
  obtain ⟨R, hR, t, hRt⟩ := (minMisfit_attained_and_eq_zero_iff m hm x y).2.mp h
  rw [← hRt i, ← hRt j, add_sub_add_right_eq_sub, ← Matrix.mulVec_sub, sqLength_mulVec hR.1]
```

Equal distances do not imply S_min = 0. Let det E ≠ 0, which for d = 3 means that the four chosen atoms do not lie in a plane, and let Q be orthogonal with det Q = −1. The structure with positions Q x_i has the same distances as x. Suppose its minimal misfit to x were zero. Then R x_i + t = Q x_i for some proper rotation R, and subtracting the equation for atom o gives

R E = Q E.

Taking determinants gives det E = −det E, so det E = 0, a contradiction. The Lean proof obtains the matrix equation entry by entry in `hedge` and then takes determinants.

A positive value here does not establish chirality, because the labels are fixed. Methane with numbered hydrogens has a positive minimal misfit to its mirror image, although exchanging two hydrogen labels makes the two superposable.

```lean
/-- Let the weights be positive and let the edges from one atom to `d` others be linearly
independent. Then the image of the structure under an orthogonal matrix of determinant `-1` has
the same interatomic distances, but its minimal misfit to the original is strictly positive. -/
theorem mirror_image_not_superposable (m : ι → ℝ) (hm : ∀ i, 0 < m i) (x : ι → Fin d → ℝ)
    (o : ι) (a : Fin d → ι) (hx : (edgeMatrix x o a).det ≠ 0)
    (Q : Matrix (Fin d) (Fin d) ℝ) (hQ : Qᵀ * Q = 1) (hdet : Q.det = -1) :
    (∀ i j, sqLength (Q *ᵥ x i - Q *ᵥ x j) = sqLength (x i - x j)) ∧
    0 < minMisfit m x (fun i => Q *ᵥ x i) := by
  have : Nonempty ι := ⟨o⟩
  refine ⟨fun i j => by rw [← Matrix.mulVec_sub, sqLength_mulVec hQ], ?_⟩
  obtain ⟨⟨R₀, _, t₀, h₀⟩, hzero⟩ :=
    minMisfit_attained_and_eq_zero_iff m hm x (fun i => Q *ᵥ x i)
  have hnonneg := (misfit_nonneg_and_eq_zero_iff m hm x (fun i => Q *ᵥ x i) R₀ t₀).1
  rw [h₀] at hnonneg
  refine lt_of_le_of_ne hnonneg fun h => ?_
  obtain ⟨R, hR, t, hRt⟩ := hzero.mp h.symm
  -- a superposing rotation would act on the edges exactly as Q does
  have hedge : R * edgeMatrix x o a = Q * edgeMatrix x o a := by
    ext k j
    have hcol : ∀ A : Matrix (Fin d) (Fin d) ℝ,
        (A * edgeMatrix x o a) k j = (A *ᵥ x (a j)) k - (A *ᵥ x o) k := by
      intro A
      simp [edgeMatrix, Matrix.mul_apply, Matrix.mulVec, dotProduct, mul_sub,
        Finset.sum_sub_distrib]
    have h1 := congrFun (hRt (a j)) k
    have h2 := congrFun (hRt o) k
    simp only [Pi.add_apply] at h1 h2
    rw [hcol R, hcol Q]
    linarith
  have hd := congrArg Matrix.det hedge
  rw [Matrix.det_mul, Matrix.det_mul, hR.2, hdet] at hd
  exact hx (by linarith)

end

end ZeroMinimalRMSD
```

```lean
#print axioms ZeroMinimalRMSD.minMisfit_attained_and_eq_zero_iff
#print axioms ZeroMinimalRMSD.distances_eq_of_minMisfit_eq_zero
#print axioms ZeroMinimalRMSD.mirror_image_not_superposable
```

```
'ZeroMinimalRMSD.minMisfit_attained_and_eq_zero_iff' depends on axioms: [propext, Classical.choice, Quot.sound]
'ZeroMinimalRMSD.distances_eq_of_minMisfit_eq_zero' depends on axioms: [propext, Classical.choice, Quot.sound]
'ZeroMinimalRMSD.mirror_image_not_superposable' depends on axioms: [propext, Classical.choice, Quot.sound]
```
